# Equilibrium Angular Momentum of Harmonic Phonons Cancels Between q and −q When D(−q) = conj D(q)

**Q:** You accept any orthonormal eigenbasis at each wavevector, instead of fixing e_j(−q) = conj e_j(q). Why?

**A:** A numerical diagonalisation at −q knows nothing about the vectors returned at q, and degenerate modes can be mixed arbitrarily. The theorem therefore covers every choice.

In Lean 4 with Mathlib:

```lean
import Mathlib

open Matrix

namespace PhononAngularMomentum

noncomputable section

variable {n Q : Type*} [Fintype n] [DecidableEq n]

/-- The columns of `e` are orthonormal polarization vectors of the dynamical matrix `A`,
with real eigenvalues (squared frequencies) `d j`. -/
structure IsModeBasis (A e : Matrix n n ℂ) (d : n → ℝ) : Prop where
  orthonormal : eᴴ * e = 1
  eigen : A * e = e * diagonal (fun j => (d j : ℂ))
```

Column j of `e` is the polarization vector e_j, and `d j` is its squared frequency. The index type `n` labels both Cartesian displacement components and modes. Orthonormality and real eigenvalues already force `A` to be Hermitian.

**Q:** Where is thermal equilibrium?

**A:** In the weight f. At one wavevector the quantity is

J = Σ_j f(d_j) ⟨e_j, L e_j⟩.

L is the matrix, in units of ħ, of the angular momentum along a fixed axis that the atoms have by moving about their equilibrium positions; it acts on the displacement components of each atom separately. For phonons, f is the Bose occupation plus one half, written as a function of squared frequency. Here f may be any real function, so a zero-frequency mode, where the Bose factor diverges, must be given a finite weight or left out.

```lean
/-- The angular momentum `∑ j, f (d j) ⟨e j, L e j⟩` at one wavevector, each mode weighted
by `f` of its eigenvalue. -/
def angularMomentum (f : ℝ → ℝ) (L e : Matrix n n ℂ) (d : n → ℝ) : ℂ :=
  ∑ j, (f (d j) : ℂ) * (eᴴ * L * e) j j

/-- The matrix `∑ j, f (d j) |e j⟩⟨e j|` of mode weights. -/
def weightMatrix (f : ℝ → ℝ) (e : Matrix n n ℂ) (d : n → ℝ) : Matrix n n ℂ :=
  e * diagonal (fun j => (f (d j) : ℂ)) * eᴴ
```

The second definition is W = Σ_j f(d_j)|e_j⟩⟨e_j|.

**Q:** Inside a degenerate subspace, the individual ⟨e_j, L e_j⟩ depend on the basis. Why doesn't J?

**A:** Let u_i, a_i and v_j, b_j be two mode bases of the same A. Since A is Hermitian,

a_i ⟨u_i, v_j⟩ = ⟨u_i, A v_j⟩ = b_j ⟨u_i, v_j⟩.

Either a_i = b_j or the overlap vanishes, so in both cases

f(a_i) ⟨u_i, v_j⟩ = f(b_j) ⟨u_i, v_j⟩.

Inserting completeness of the v_j, then using completeness of the u_i, gives

Σ_i f(a_i)|u_i⟩⟨u_i| = Σ_ij f(b_j)|u_i⟩⟨u_i|v_j⟩⟨v_j| = Σ_j f(b_j)|v_j⟩⟨v_j|.

In the proof, `hW` is the first equation, `hF` is the second, with the same case split, and the last `calc` inserts completeness.

```lean
/-- Any two mode bases of the same dynamical matrix have the same weight matrix,
also when eigenvalues are degenerate. -/
theorem weightMatrix_unique (f : ℝ → ℝ) {A U V : Matrix n n ℂ} {a b : n → ℝ}
    (h : IsModeBasis A U a) (h' : IsModeBasis A V b) :
    weightMatrix f U a = weightMatrix f V b := by
  have hU : U * Uᴴ = 1 := mul_eq_one_comm.mp h.orthonormal
  have hV : V * Vᴴ = 1 := mul_eq_one_comm.mp h'.orthonormal
  have h1 : Uᴴ * A = diagonal (fun j => (a j : ℂ)) * Uᴴ := by
    calc Uᴴ * A = Uᴴ * A * (U * Uᴴ) := by rw [hU, mul_one]
      _ = Uᴴ * (A * U) * Uᴴ := by simp only [mul_assoc]
      _ = (Uᴴ * U) * diagonal (fun j => (a j : ℂ)) * Uᴴ := by
          rw [h.eigen]; simp only [mul_assoc]
      _ = _ := by rw [h.orthonormal, one_mul]
  -- the overlap matrix intertwines the two lists of eigenvalues
  have hW : diagonal (fun j => (a j : ℂ)) * (Uᴴ * V)
      = (Uᴴ * V) * diagonal (fun j => (b j : ℂ)) := by
    rw [← mul_assoc, ← h1, mul_assoc, h'.eigen, mul_assoc]
  -- hence it also intertwines every function of them
  have hF : diagonal (fun j => (f (a j) : ℂ)) * (Uᴴ * V)
      = (Uᴴ * V) * diagonal (fun j => (f (b j) : ℂ)) := by
    ext i j
    have hij := congrFun (congrFun hW i) j
    rw [Matrix.diagonal_mul, Matrix.mul_diagonal] at hij ⊢
    by_cases hab : a i = b j
    · rw [hab]
      exact mul_comm _ _
    · have hne : (a i : ℂ) - (b j : ℂ) ≠ 0 := sub_ne_zero.mpr (by exact_mod_cast hab)
      have hz : ((a i : ℂ) - (b j : ℂ)) * (Uᴴ * V) i j = 0 := by linear_combination hij
      rw [(mul_eq_zero.mp hz).resolve_left hne, mul_zero, zero_mul]
  unfold weightMatrix
  calc U * diagonal (fun j => (f (a j) : ℂ)) * Uᴴ
      = U * diagonal (fun j => (f (a j) : ℂ)) * Uᴴ * (V * Vᴴ) := by rw [hV, mul_one]
    _ = U * (diagonal (fun j => (f (a j) : ℂ)) * (Uᴴ * V)) * Vᴴ := by simp only [mul_assoc]
    _ = (U * Uᴴ) * V * diagonal (fun j => (f (b j) : ℂ)) * Vᴴ := by
        rw [hF]; simp only [mul_assoc]
    _ = _ := by rw [hU, one_mul]
```

Cyclicity of the trace gives J = tr(L W), so J is basis independent too.

```lean
/-- The weighted angular momentum is the trace of `L` times the weight matrix. -/
theorem angularMomentum_eq_trace (f : ℝ → ℝ) (L e : Matrix n n ℂ) (d : n → ℝ) :
    angularMomentum f L e d = trace (L * weightMatrix f e d) := by
  have h : trace (L * weightMatrix f e d)
      = trace (diagonal (fun j => (f (d j) : ℂ)) * (eᴴ * L * e)) := by
    calc _ = trace ((L * e) * (diagonal (fun j => (f (d j) : ℂ)) * eᴴ)) := by
          simp only [weightMatrix, mul_assoc]
      _ = trace ((diagonal (fun j => (f (d j) : ℂ)) * eᴴ) * (L * e)) := trace_mul_comm _ _
      _ = _ := by simp only [mul_assoc]
  rw [h]
  simp only [angularMomentum, trace, Matrix.diag_apply, Matrix.diagonal_mul]
```

**Q:** And what links q to −q?

**A:** Complex conjugation. If A e_j = d_j e_j with d_j real, then

conj(A) conj(e_j) = d_j conj(e_j),

and orthonormality survives. The next two lemmas establish this for matrices.

```lean
omit [DecidableEq n] in
/-- Entrywise complex conjugation respects matrix products. -/
theorem map_star_mul (X Y : Matrix n n ℂ) : (X * Y).map star = X.map star * Y.map star := by
  ext i j
  simp only [Matrix.map_apply, Matrix.mul_apply, star_sum, star_mul']

/-- Complex conjugation turns a mode basis of `A` into one of the conjugate matrix,
with the same eigenvalues. -/
theorem IsModeBasis.conj {A e : Matrix n n ℂ} {d : n → ℝ} (h : IsModeBasis A e d) :
    IsModeBasis (A.map star) (e.map star) d := by
  constructor
  · have h1 : (e.map star)ᴴ = eᴴ.map star := by ext i j; rfl
    rw [h1, ← map_star_mul, h.orthonormal]
    ext i j
    by_cases hij : i = j <;> simp [Matrix.one_apply, hij]
  · have hd : (diagonal (fun j => (d j : ℂ))).map star = diagonal (fun j => (d j : ℂ)) := by
      ext i j
      by_cases hij : i = j <;> simp [hij]
    rw [← map_star_mul, h.eigen, map_star_mul, hd]
```

The angular momentum matrix is Hermitian and purely imaginary, conj L = −L. Hence

⟨conj e_j, L conj e_j⟩ = conj ⟨e_j, conj(L) e_j⟩ = −conj ⟨e_j, L e_j⟩ = −⟨e_j, L e_j⟩,

where the last step uses that the expectation value is real (`h4`).

```lean
omit [DecidableEq n] in
/-- Conjugating the polarization vectors reverses the angular momentum of each mode. -/
theorem mode_reversed {L : Matrix n n ℂ} (hL : L.IsHermitian) (hc : L.map star = -L)
    (e : Matrix n n ℂ) (j : n) :
    ((e.map star)ᴴ * L * e.map star) j j = -(eᴴ * L * e) j j := by
  have h1 : (e.map star)ᴴ = eᴴ.map star := by ext i j; rfl
  have h2 : (eᴴ * L * e).map star = -((e.map star)ᴴ * L * e.map star) := by
    rw [map_star_mul, map_star_mul, hc, h1, mul_neg, neg_mul]
  have h3 : star ((eᴴ * L * e) j j) = -((e.map star)ᴴ * L * e.map star) j j :=
    congrFun (congrFun h2 j) j
  -- the expectation value of a Hermitian matrix is real
  have h4 := (isHermitian_conjTranspose_mul_mul e hL).apply j j
  linear_combination h3 - h4
```

The basis at −q need not be the conjugated one, but basis independence lets us replace it. So J(−q) = −J(q).

```lean
/-- Mode bases of a dynamical matrix and of its complex conjugate carry opposite
weighted angular momentum. -/
theorem angularMomentum_reversed (f : ℝ → ℝ) {L A : Matrix n n ℂ} (hL : L.IsHermitian)
    (hc : L.map star = -L) {e e' : Matrix n n ℂ} {d d' : n → ℝ}
    (h : IsModeBasis A e d) (h' : IsModeBasis (A.map star) e' d') :
    angularMomentum f L e' d' = -angularMomentum f L e d := by
  rw [angularMomentum_eq_trace, weightMatrix_unique f h' h.conj, ← angularMomentum_eq_trace]
  simp only [angularMomentum, mode_reversed hL hc, mul_neg, Finset.sum_neg_distrib]
```

**Q:** Then state the full result in words.

**A:** Take a finite set `Q` of wavevectors with an involution q ↦ −q, a Hermitian L with conj L = −L, and matrices satisfying D(−q) = conj D(q). For any mode bases and any real f, the sum of J(q) over `Q` is zero. The condition on D stands for real force constants; velocity-dependent forces, as in a magnetic field, are not modelled. On a periodic mesh, where −q may be represented by an equivalent wavevector, the theorem applies directly in the phase convention that makes D the same at equivalent wavevectors. Including the atomic positions in the phases only multiplies the components of each atom by a common phase factor, which leaves J(q) unchanged.

The proof relabels the sum (`h1`) and reverses each term (`h2`):

S = Σ_q J(q) = Σ_q J(−q) = −S, so S = 0.

```lean
/-- If `D(-q)` is the complex conjugate of `D(q)`, the phonon angular momentum summed over all
wavevectors and modes vanishes, for every weight `f` and every choice of mode bases. -/
theorem total_angularMomentum_eq_zero [Fintype Q] [InvolutiveNeg Q] (f : ℝ → ℝ)
    {L : Matrix n n ℂ} (hL : L.IsHermitian) (hc : L.map star = -L)
    {D : Q → Matrix n n ℂ} (hD : ∀ q, D (-q) = (D q).map star)
    {e : Q → Matrix n n ℂ} {d : Q → n → ℝ} (h : ∀ q, IsModeBasis (D q) (e q) (d q)) :
    ∑ q, angularMomentum f L (e q) (d q) = 0 := by
  have h1 : ∑ q, angularMomentum f L (e (-q)) (d (-q))
      = ∑ q, angularMomentum f L (e q) (d q) :=
    Equiv.sum_comp (Equiv.neg Q) fun q => angularMomentum f L (e q) (d q)
  -- the contributions of q and -q are opposite
  have h2 : ∑ q, angularMomentum f L (e (-q)) (d (-q))
      = -∑ q, angularMomentum f L (e q) (d q) := by
    rw [← Finset.sum_neg_distrib]
    exact Finset.sum_congr rfl fun q _ =>
      angularMomentum_reversed f hL hc (h q) (by rw [← hD q]; exact h (-q))
  linear_combination (-1 / 2 : ℂ) * h1 + (1 / 2 : ℂ) * h2
```

For harmonic phonons with real force constants, on a finite mesh that contains the partner −q of every q (up to a reciprocal lattice vector), this gives a check on a lattice-dynamics code: the sum should vanish whichever degenerate eigenvectors it returns.

**Q:** What if q is its own partner?

**A:** Then D(q) is real, and J(q) = −J(q) vanishes by itself.

```lean
/-- At a wavevector where the dynamical matrix is real, the weighted angular momentum
vanishes by itself. -/
theorem angularMomentum_eq_zero_of_real (f : ℝ → ℝ) {L A e : Matrix n n ℂ} {d : n → ℝ}
    (hL : L.IsHermitian) (hc : L.map star = -L) (hA : A.map star = A)
    (h : IsModeBasis A e d) : angularMomentum f L e d = 0 := by
  have h1 := angularMomentum_reversed f hL hc h (by rw [hA]; exact h)
  linear_combination (1 / 2 : ℂ) * h1
```

**Q:** Perhaps every J(q) is zero, and the cancellation is empty.

**A:** A toy model with two valleys σ = ±1 shows otherwise. Take one atom in a plane, with D(σ) = 2 + σL chosen by hand. It illustrates the algebra and is not a real monatomic crystal: with one atom per cell, inversion symmetry makes every D(q) real, so each J(q) vanishes.

```lean
/-- The angular momentum matrix of one atom moving in a plane. -/
def planarL : Matrix (Fin 2) (Fin 2) ℂ := !![0, -Complex.I; Complex.I, 0]

/-- The dynamical matrix `2 + σ L` of a model with two opposite valleys `σ = ±1`. -/
def valleyD (σ : ℤˣ) : Matrix (Fin 2) (Fin 2) ℂ :=
  !![2, -(((σ : ℤ) : ℂ) * Complex.I); ((σ : ℤ) : ℂ) * Complex.I, 2]
```

The normalised circular modes are (1+i)/2 · (1, i) and (1+i)/2 · (1, −i), with L-values +1 and −1 and squared frequencies 2 + σ and 2 − σ.

```lean
/-- The matrix whose columns are the two circular polarization vectors. -/
def circular : Matrix (Fin 2) (Fin 2) ℂ :=
  !![(1 + Complex.I) / 2, (1 + Complex.I) / 2; (Complex.I - 1) / 2, (1 - Complex.I) / 2]

/-- The numbers `2 + σ` and `2 - σ`, one for each circular mode in valley `σ`. -/
def valleyEig (σ : ℤˣ) : Fin 2 → ℝ := ![2 + ((σ : ℤ) : ℝ), 2 - ((σ : ℤ) : ℝ)]
```

Direct entrywise computation verifies all the hypotheses.

```lean
/-- The two-valley model with its circular modes meets all hypotheses of
`total_angularMomentum_eq_zero`. -/
theorem valley_witness :
    planarL.IsHermitian ∧ planarL.map star = -planarL ∧
      (∀ σ, valleyD (-σ) = (valleyD σ).map star) ∧
      ∀ σ, IsModeBasis (valleyD σ) circular (valleyEig σ) := by
  have c2 : (starRingEnd ℂ) 2 = 2 := Complex.ext (by simp) (by simp)
  refine ⟨?_, ?_, fun σ => ?_, fun σ => ⟨?_, ?_⟩⟩
  · ext i j
    fin_cases i <;> fin_cases j <;> simp [planarL]
  · ext i j
    fin_cases i <;> fin_cases j <;> simp [planarL]
  · ext i j
    fin_cases i <;> fin_cases j <;> simp [valleyD, c2]
  · ext i j
    rw [Matrix.mul_apply, Fin.sum_univ_two]
    fin_cases i <;> fin_cases j <;> simp [circular, Complex.ext_iff] <;> norm_num
  · ext i j
    rw [Matrix.mul_diagonal, Matrix.mul_apply, Fin.sum_univ_two]
    rcases Int.units_eq_one_or σ with rfl | rfl <;> fin_cases i <;> fin_cases j <;>
      simp [valleyD, valleyEig, circular, Complex.ext_iff] <;> norm_num
```

One valley alone contributes f(2+σ) − f(2−σ), which is generally nonzero and changes sign with σ.

```lean
/-- In the two-valley model the weighted angular momentum of the single valley `σ` is
`f (2 + σ) - f (2 - σ)`. -/
theorem valley_angularMomentum (f : ℝ → ℝ) (σ : ℤˣ) :
    angularMomentum f planarL circular (valleyEig σ)
      = ((f (2 + ((σ : ℤ) : ℝ)) - f (2 - ((σ : ℤ) : ℝ)) : ℝ) : ℂ) := by
  have h0 : (circularᴴ * planarL * circular) 0 0 = 1 := by
    simp only [Matrix.mul_apply, Fin.sum_univ_two, Matrix.conjTranspose_apply]
    simp [planarL, circular, Complex.ext_iff]
    norm_num
  have h1 : (circularᴴ * planarL * circular) 1 1 = -1 := by
    simp only [Matrix.mul_apply, Fin.sum_univ_two, Matrix.conjTranspose_apply]
    simp [planarL, circular, Complex.ext_iff]
    norm_num
  rw [angularMomentum, Fin.sum_univ_two, h0, h1]
  change (f (2 + ((σ : ℤ) : ℝ)) : ℂ) * 1 + (f (2 - ((σ : ℤ) : ℝ)) : ℂ) * (-1) = _
  rw [Complex.ofReal_sub]
  ring

end

end PhononAngularMomentum
```

**Q:** So what breaks without D(−q) = conj D(q)?

**A:** Keep a single wavevector with −q = q and give it the complex matrix D = 2 + L. The condition fails, since conj D = 2 − L. With f(x) = x, the total is 3 − 1 = 2, not zero. This is an algebraic counterexample, not a physical crystal: real force constants would make D real at such a wavevector, and this f is not a thermal weight.

```lean
#print axioms PhononAngularMomentum.total_angularMomentum_eq_zero
#print axioms PhononAngularMomentum.angularMomentum_eq_zero_of_real
#print axioms PhononAngularMomentum.valley_angularMomentum
```

```
'PhononAngularMomentum.total_angularMomentum_eq_zero' depends on axioms: [propext, Classical.choice, Quot.sound]
'PhononAngularMomentum.angularMomentum_eq_zero_of_real' depends on axioms: [propext, Classical.choice, Quot.sound]
'PhononAngularMomentum.valley_angularMomentum' depends on axioms: [propext, Classical.choice, Quot.sound]
```
